# Golden-rule scattering rate for screened charged lines with an arbitrary angular weight

The lemma `rate_eq` concerns the golden-rule rate for elastic scattering of a particle of mass $m$, wave number $k$ and energy $\hbar^2k^2/2m$ in the plane normal to parallel charged lines. The lines have areal density $n$ and scatter independently, and a single line's potential energy $V(\mathbf r)$ has the planar Fourier transform $\int V(\mathbf r)\,e^{-i\mathbf q\cdot\mathbf r}\,d^2r = A/(q^2 + 1/\lambda^2)$. With $q = 2k\sin(\theta/2)$ and any real angular weight $w(\theta)$ in the integral over scattering angles, the lemma says that the rate equals $\frac{nm}{2\pi\hbar^3}\,A^2\lambda^4 \int_0^{2\pi} \frac{w(\theta)}{(1 + 4\lambda^2k^2\sin^2(\theta/2))^2}\,d\theta$. The only hypothesis is that the screening length $\lambda$ is nonzero; the formula for the rate is itself meant for $\hbar \neq 0$. The proof tries to bring the constants inside the integrals and then to show that the integrands agree at each angle.

Lean 4 with Mathlib refuses this proof:

```lean
import Mathlib

open scoped Real

namespace RateEq

noncomputable section

/-- Fourier transform at wave number `q` of the potential of a charged line with strength `A`
and screening length `lam`; the domain is `lam ≠ 0`. -/
def screenedLine (A lam q : ℝ) : ℝ := A / (q ^ 2 + 1 / lam ^ 2)

/-- Golden-rule rate in the plane normal to the lines, for areal line density `n`, mass `m`,
wave number `k`, potential `V` and angular weight `w`; the domain is `hbar ≠ 0`. -/
def goldenRuleRate (n m hbar : ℝ) (V w : ℝ → ℝ) (k : ℝ) : ℝ :=
  n * m / (2 * π * hbar ^ 3) *
    ∫ θ in (0 : ℝ)..(2 * π), V (2 * k * Real.sin (θ / 2)) ^ 2 * w θ

/-- For a nonzero screening length, the golden-rule rate of screened lines with any angular
weight, written with the dimensionless parameter `4 lam² k²`. -/
lemma rate_eq (n m hbar A k : ℝ) {lam : ℝ} (hl : lam ≠ 0) (w : ℝ → ℝ) :
    goldenRuleRate n m hbar (screenedLine A lam) w k =
      n * m / (2 * π * hbar ^ 3) * (A ^ 2 * lam ^ 4 * ∫ θ in (0 : ℝ)..(2 * π),
        w θ / (1 + 4 * lam ^ 2 * k ^ 2 * Real.sin (θ / 2) ^ 2) ^ 2) := by
  unfold goldenRuleRate screenedLine
  rw [← intervalIntegral.integral_const_mul]
  congr 1
  apply intervalIntegral.integral_congr
  intro θ _
  have h : (2 * k * Real.sin (θ / 2)) ^ 2 + 1 / lam ^ 2 =
      (1 + 4 * lam ^ 2 * k ^ 2 * Real.sin (θ / 2) ^ 2) / lam ^ 2 := by
    field_simp <;> ring
  beta_reduce
  rw [h, div_div_eq_mul_div, div_pow]
  ring

end

end RateEq
```

The error:

```
Main.lean:28:2: error: Tactic `apply` failed: could not unify the conclusion of `@intervalIntegral.integral_congr`
  ∫ (x : ℝ) in ?a..?b, ?f x ∂?μ = ∫ (x : ℝ) in ?a..?b, ?g x ∂?μ
with the goal
  ∫ (x : ℝ) in 0..2 * π, n * m / (2 * π * hbar ^ 3) * ((A / ((2 * k * Real.sin (x / 2)) ^ 2 + 1 / lam ^ 2)) ^ 2 * w x) =
    n * m / (2 * π * hbar ^ 3) *
      (A ^ 2 * lam ^ 4 * ∫ (θ : ℝ) in 0..2 * π, w θ / (1 + 4 * lam ^ 2 * k ^ 2 * Real.sin (θ / 2) ^ 2) ^ 2)

Note: The full type of `@intervalIntegral.integral_congr` is
  ∀ {E : Type ?u.130} [inst : NormedAddCommGroup E] [inst_1 : NormedSpace ℝ E] {f g : ℝ → E}
    {μ : MeasureTheory.Measure ℝ} {a b : ℝ},
    Set.EqOn f g (Set.uIcc a b) → ∫ (x : ℝ) in a..b, f x ∂μ = ∫ (x : ℝ) in a..b, g x ∂μ

n m hbar A k lam : ℝ
hl : lam ≠ 0
w : ℝ → ℝ
⊢ ∫ (x : ℝ) in 0..2 * π, n * m / (2 * π * hbar ^ 3) * ((A / ((2 * k * Real.sin (x / 2)) ^ 2 + 1 / lam ^ 2)) ^ 2 * w x) =
    n * m / (2 * π * hbar ^ 3) *
      (A ^ 2 * lam ^ 4 * ∫ (θ : ℝ) in 0..2 * π, w θ / (1 + 4 * lam ^ 2 * k ^ 2 * Real.sin (θ / 2) ^ 2) ^ 2)
```

The change, after which it compiles:

```diff
@@ -24,11 +24,12 @@
         w θ / (1 + 4 * lam ^ 2 * k ^ 2 * Real.sin (θ / 2) ^ 2) ^ 2) := by
   unfold goldenRuleRate screenedLine
+  congr 1
   rw [← intervalIntegral.integral_const_mul]
-  congr 1
   apply intervalIntegral.integral_congr
   intro θ _
   have h : (2 * k * Real.sin (θ / 2)) ^ 2 + 1 / lam ^ 2 =
       (1 + 4 * lam ^ 2 * k ^ 2 * Real.sin (θ / 2) ^ 2) / lam ^ 2 := by
-    field_simp <;> ring
+    field_simp
+    ring
   beta_reduce
   rw [h, div_div_eq_mul_div, div_pow]
```

The error says that `intervalIntegral.integral_congr` needs an integral on each side of the equation, while the goal has one only on the left; the right is still a product. The backward rewrite with `intervalIntegral.integral_const_mul` looks for a constant times an integral, and the first match was the whole left side. It therefore moved the prefactor `n * m / (2 * π * hbar ^ 3)` into the left integral and left the right side alone. An integral and a product gave `congr 1` nothing to match, so the goal stayed as it was.

In the repair `congr 1` comes first, while both sides are still products with that same prefactor, and removes it. The only constant times an integral is now on the right, so the rewrite takes `A ^ 2 * lam ^ 4` inside that integral, and `intervalIntegral.integral_congr` applies.

Putting `field_simp` and `ring` on separate lines instead of joining them with `<;>` is mere tidying.
